# At most (m − 1)n bath orbitals close an n-orbital fragment under a finite density matrix with m distinct occupations

I cut a fragment of $n$ orbitals out of a molecule and look at how the one-particle density matrix $D$ connects it to the remaining orbitals. For a single Slater determinant, $D$ written in spin orbitals is idempotent, and $n$ bath orbitals are enough to separate fragment plus bath from the rest. With a correlated or thermal density the occupations are fractional, and the same bath is in general still coupled to the rest through $D$.

I expect that if $D$ has $m$ distinct occupations, zero included, then $(m-1)n$ bath orbitals suffice. Can this be made rigorous and checked in Lean, including whether the number can be improved?

## Answer

Yes. The bound holds for every symmetric $D$ on a finite-dimensional space, and for each $m,n\ge 1$ there are densities and fragments that attain it.

### Applying D repeatedly to the fragment

Let $F$ be the fragment space, with $\dim F=n$, and let $\mu_1,\dots,\mu_m$ be the distinct eigenvalues of $D$. The eigenvectors of a symmetric operator span the space, and each is annihilated by one factor of
$$p(D)=\prod_{k=1}^{m}(D-\mu_k).$$
The factors commute, so $p(D)=0$. Since $p$ has leading term $D^m$, this expresses $D^m$ as a linear combination of $1,D,\dots,D^{m-1}$.

Now set
$$K=F+DF+\cdots+D^{m-1}F.$$
Applying $D$ to $D^kF$ gives $D^{k+1}F$, which is one of the listed spaces, or $D^mF$, which lies in their sum. So $K$ is invariant. Conversely, an invariant space containing $F$ contains every $D^kF$. Hence $K$ is the smallest invariant space containing $F$. Each of its $m$ summands has dimension at most $n$, so $\dim K\le mn$.

The bath is $B=F^\perp\cap K$. Since $K=F\oplus B$,
$$\dim B=\dim K-n\le (m-1)n.$$
If $y\perp K$ and $u\in K$, then $\langle u,Dy\rangle=\langle Du,y\rangle=0$, so $D$ also maps the rest into itself.

No smaller bath works: if $F+B'$ is invariant, it contains $K$, so $n+\dim B\le n+\dim B'$. For idempotent $D$, an eigenvalue satisfies $\mu^2=\mu$, so only 0 and 1 occur and $\dim B\le n$.

To attain the bound, take orthonormal orbitals $|i,j\rangle$ with $0\le i<m$ and $0\le j<n$, and distinct occupations $w_i$. Let $F$ be spanned by the normalised vectors $f_j=m^{-1/2}\sum_i|i,j\rangle$. Applying $D-w_a$ removes the component on level $a$ and multiplies the others by nonzero numbers. Repeating this isolates each orbital, so the invariant space is everything and has dimension $mn$.

### Four orbitals with occupations 2, 1, 1, 0

Take the spin-summed density $D=\mathrm{diag}(2,1,1,0)$ over four spatial orbitals, and the single fragment orbital $f=\tfrac12(1,1,1,1)$. Here $m=3$ and $n=1$, so at most two bath orbitals are needed. Orthogonalising $Df$ and then $D^2f$ gives
$$b_1=\tfrac1{\sqrt2}(1,0,0,-1),\qquad b_2=\tfrac12(1,-1,-1,1),$$
with
$$Df=f+\tfrac1{\sqrt2}b_1,\quad Db_1=\tfrac1{\sqrt2}f+b_1+\tfrac1{\sqrt2}b_2,\quad Db_2=\tfrac1{\sqrt2}b_1+b_2.$$
With $b_1$ alone, a coupling $1/\sqrt2$ to $b_2$ remains. With both, the space is closed, and the remaining orbital $r=\tfrac1{\sqrt2}(0,1,-1,0)$ satisfies $Dr=r$.

### What the Lean theorems say

The one-particle space is `E`, a complex inner-product space, finite-dimensional in the main theorems. The density is a linear map `D : Module.End ℂ E` with `LinearMap.IsSymmetric D`; no bounds on the occupations and no trace condition are assumed. The fragment is a subspace `F`, and `finrank` counts independent orbitals.

The finite set `S` must contain all eigenvalues of `D`. It may contain more numbers; choosing exactly the eigenvalues makes `S.card` equal to $m$.

- `invariantHull D F` is the intersection of all invariant subspaces containing `F`, and `finrank_invariantHull_le` bounds its dimension by $mn$.
- `bath_decouples` gives the bath count and the invariance of both fragment plus bath and its orthogonal complement. The count is stated in the integers, so that $m-1$ is ordinary subtraction.
- `bath_minimal` compares the bath with any `B` that closes the fragment, orthogonal to it or not.
- `bound_sharp` covers every positive `m` and `n` and all distinct real occupations `w`. It states that the fragment has dimension $n$ and its hull has dimension $mn$, so the bath has $mn-n=(m-1)n$ orbitals. Its fragment uses the sums without the factor $m^{-1/2}$, which leaves the span unchanged.
- `bath_le_of_idempotent` is the determinant case.

For embedding methods, this sizes a bath that removes all coupling through a finite one-particle density matrix; it says nothing about coupling through the Hamiltonian or about approximate decoupling. A correlated density with nearly all occupations different has large $m$, and the bound may then exceed the number of orbitals available.

```lean
import Mathlib

open Module Polynomial
open scoped InnerProductSpace

namespace ExtendedBath

noncomputable section

variable {E : Type*} [NormedAddCommGroup E] [InnerProductSpace ℂ E]

/-- The smallest subspace that contains the fragment `F` and is mapped into itself by `D`. -/
def invariantHull (D : Module.End ℂ E) (F : Submodule ℂ E) : Submodule ℂ E :=
  sInf {W | F ≤ W ∧ ∀ x ∈ W, D x ∈ W}

/-- The space `F + D F + ... + D^(m-1) F` generated by the first `m` powers of `D`. -/
def powerSpace (D : Module.End ℂ E) (F : Submodule ℂ E) (m : ℕ) : Submodule ℂ E :=
  (Finset.range m).sup fun k => F.map (D ^ k)

/-- The bath: the part of the invariant hull that is orthogonal to the fragment. -/
def bath (D : Module.End ℂ E) (F : Submodule ℂ E) : Submodule ℂ E :=
  Fᗮ ⊓ invariantHull D F

/-- The invariant hull is the least `D`-invariant subspace containing the fragment. -/
theorem invariantHull_isLeast (D : Module.End ℂ E) (F : Submodule ℂ E) :
    IsLeast {W : Submodule ℂ E | F ≤ W ∧ ∀ x ∈ W, D x ∈ W} (invariantHull D F) := by
  refine ⟨⟨le_sInf fun W hW => hW.1, fun x hx => ?_⟩, fun W hW => sInf_le hW⟩
  rw [invariantHull, Submodule.mem_sInf] at hx ⊢
  exact fun W hW => hW.2 x (hx W hW)

/-- An invariant subspace containing a sum of eigenvectors with distinct eigenvalues
contains each of them. -/
theorem mem_of_sum_mem {ι : Type*} [DecidableEq ι] (D : Module.End ℂ E) (W : Submodule ℂ E)
    (hW : ∀ x ∈ W, D x ∈ W) (μ : ι → ℂ) (hμ : Function.Injective μ) (s : Finset ι) :
    ∀ e : ι → E, (∀ i, D (e i) = μ i • e i) → ∑ i ∈ s, e i ∈ W → ∀ i ∈ s, e i ∈ W := by
  induction s using Finset.induction_on with
  | empty => simp
  | insert a s ha ih =>
    intro e he hv
    -- applying `D - μ a` removes the component `e a`
    have h1 : ∑ i ∈ s, (μ i - μ a) • e i ∈ W := by
      have h := W.sub_mem (hW _ hv) (W.smul_mem (μ a) hv)
      convert h using 1
      rw [Finset.sum_insert ha, map_add, map_sum, smul_add, Finset.smul_sum]
      simp only [he, sub_smul, Finset.sum_sub_distrib]
      abel
    have h2 : ∀ i ∈ s, e i ∈ W := fun i hi => by
      have h3 := ih (fun i => (μ i - μ a) • e i)
        (fun i => by simp only [map_smul, he]; exact smul_comm _ _ _) h1 i hi
      have hne : μ i - μ a ≠ 0 := sub_ne_zero.2 fun h => ha (hμ h ▸ hi)
      exact (W.smul_mem_iff hne).1 h3
    rw [Finset.sum_insert ha] at hv
    have h4 : e a ∈ W := (W.add_mem_iff_left (W.sum_mem h2)).1 hv
    intro i hi
    rcases Finset.mem_insert.1 hi with h | h
    · rw [h]; exact h4
    · exact h2 i h

variable [FiniteDimensional ℂ E]

/-- A symmetric operator is annihilated by the product of `D - μ` over any finite set
containing its eigenvalues. -/
theorem aeval_prod_eq_zero {D : Module.End ℂ E} (hD : LinearMap.IsSymmetric D) {S : Finset ℂ}
    (hS : ∀ μ, End.HasEigenvalue D μ → μ ∈ S) :
    aeval D (∏ μ ∈ S, (X - C μ)) = 0 := by
  have htop : ⨆ μ, End.eigenspace D μ = ⊤ := by
    rw [← Submodule.orthogonal_eq_bot_iff]
    exact hD.orthogonalComplement_iSup_eigenspaces_eq_bot
  have hle : ⨆ μ, End.eigenspace D μ ≤ LinearMap.ker (aeval D (∏ μ ∈ S, (X - C μ))) := by
    refine iSup_le fun μ x hx => ?_
    rw [LinearMap.mem_ker]
    by_cases h0 : x = 0
    · simp [h0]
    have hv : End.HasEigenvector D μ x := ⟨hx, h0⟩
    have hμ : μ ∈ S := hS μ (End.hasEigenvalue_of_hasEigenvector hv)
    rw [End.aeval_apply_of_hasEigenvector hv, eval_prod,
      Finset.prod_eq_zero hμ (by simp), zero_smul]
  rw [htop] at hle
  exact LinearMap.ext fun x => LinearMap.mem_ker.1 (hle Submodule.mem_top)

/-- If the eigenvalues of `D` lie in a set of `m` numbers, the invariant hull of the fragment
is `F + D F + ... + D^(m-1) F`. -/
theorem invariantHull_eq_powerSpace {D : Module.End ℂ E} (hD : LinearMap.IsSymmetric D)
    {S : Finset ℂ} (hS : ∀ μ, End.HasEigenvalue D μ → μ ∈ S) (F : Submodule ℂ E) :
    invariantHull D F = powerSpace D F S.card := by
  obtain ⟨p, hmonic, hdeg, h0⟩ :
      ∃ p : ℂ[X], p.Monic ∧ p.natDegree = S.card ∧ aeval D p = 0 :=
    ⟨_, monic_prod_of_monic _ _ fun μ _ => monic_X_sub_C μ,
      by rw [natDegree_prod_of_monic _ _ fun μ _ => monic_X_sub_C μ]; simp,
      aeval_prod_eq_zero hD hS⟩
  have hlt : ∀ i < S.card, ∀ x ∈ F, (D ^ i) x ∈ powerSpace D F S.card := by
    intro i hi x hx
    have h : F.map (D ^ i) ≤ powerSpace D F S.card :=
      Finset.le_sup (f := fun k => F.map (D ^ k)) (Finset.mem_range.2 hi)
    exact h (Submodule.mem_map_of_mem hx)
  -- the power `D^m` is a combination of lower powers
  have hle : ∀ i ≤ S.card, ∀ x ∈ F, (D ^ i) x ∈ powerSpace D F S.card := by
    intro i hi x hx
    rcases hi.lt_or_eq with h | rfl
    · exact hlt i h x hx
    rw [aeval_eq_sum_range, Finset.sum_range_succ, hmonic.coeff_natDegree, one_smul,
      hdeg] at h0
    have h1 := LinearMap.congr_fun h0 x
    simp only [LinearMap.add_apply, LinearMap.sum_apply, LinearMap.smul_apply,
      LinearMap.zero_apply] at h1
    rw [eq_neg_of_add_eq_zero_right h1]
    exact Submodule.neg_mem _ (Submodule.sum_mem _ fun i hi =>
      Submodule.smul_mem _ _ (hlt i (Finset.mem_range.1 hi) x hx))
  apply le_antisymm
  · refine (invariantHull_isLeast D F).2 ⟨fun x hx => by simpa using hle 0 (Nat.zero_le _) x hx, ?_⟩
    have hinv : powerSpace D F S.card ≤ (powerSpace D F S.card).comap D := by
      refine Finset.sup_le fun k hk => ?_
      have hk' : F.map (D ^ k) ≤ (powerSpace D F S.card).comap D := by
        rintro _ ⟨x, hx, rfl⟩
        have h := hle (k + 1) (Finset.mem_range.1 hk) x hx
        rw [pow_succ'] at h
        exact h
      exact hk'
    exact fun x hx => hinv hx
  · have hpow : ∀ k : ℕ, F.map (D ^ k) ≤ invariantHull D F := by
      intro k
      rintro _ ⟨x, hx, rfl⟩
      induction k with
      | zero => simpa using (invariantHull_isLeast D F).1.1 hx
      | succ k ih =>
        rw [pow_succ']
        exact (invariantHull_isLeast D F).1.2 _ ih
    exact Finset.sup_le fun k _ => hpow k

/-- If the eigenvalues of `D` lie in a set of `m` numbers, the invariant hull of an
`n`-dimensional fragment has dimension at most `m n`. -/
theorem finrank_invariantHull_le {D : Module.End ℂ E} (hD : LinearMap.IsSymmetric D)
    {S : Finset ℂ} (hS : ∀ μ, End.HasEigenvalue D μ → μ ∈ S) (F : Submodule ℂ E) :
    finrank ℂ (invariantHull D F) ≤ S.card * finrank ℂ F := by
  rw [invariantHull_eq_powerSpace hD hS]
  induction S.card with
  | zero =>
    have h : powerSpace D F 0 = ⊥ := Finset.sup_empty
    rw [h, finrank_bot]
    exact Nat.zero_le _
  | succ m ih =>
    have h1 : powerSpace D F (m + 1) = F.map (D ^ m) ⊔ powerSpace D F m := by
      simp only [powerSpace, Finset.range_add_one, Finset.sup_insert]
    have h2 := Submodule.finrank_add_le_finrank_add_finrank (F.map (D ^ m)) (powerSpace D F m)
    have h3 := Submodule.finrank_map_le (D ^ m) F
    rw [h1, add_mul, one_mul]
    omega

/-- Fragment and bath together span the invariant hull. -/
theorem fragment_sup_bath (D : Module.End ℂ E) (F : Submodule ℂ E) :
    F ⊔ bath D F = invariantHull D F := by
  have h : F ⊔ Fᗮ = ⊤ := by
    rw [← Submodule.orthogonal_eq_bot_iff, ← Submodule.inf_orthogonal,
      Submodule.inf_orthogonal_eq_bot]
  rw [bath, ← sup_inf_assoc_of_le _ (invariantHull_isLeast D F).1.1, h, top_inf_eq]

/-- If the eigenvalues of `D` lie in a set of `m` numbers, at most `(m - 1) n` bath orbitals
are needed for `D` to have no coupling between fragment plus bath and the rest. -/
theorem bath_decouples {D : Module.End ℂ E} (hD : LinearMap.IsSymmetric D)
    {S : Finset ℂ} (hS : ∀ μ, End.HasEigenvalue D μ → μ ∈ S) (F : Submodule ℂ E) :
    (finrank ℂ (bath D F) : ℤ) ≤ ((S.card : ℤ) - 1) * finrank ℂ F ∧
      (∀ x ∈ F ⊔ bath D F, D x ∈ F ⊔ bath D F) ∧
      ∀ y ∈ (F ⊔ bath D F)ᗮ, D y ∈ (F ⊔ bath D F)ᗮ := by
  have hinv := (invariantHull_isLeast D F).1.2
  rw [fragment_sup_bath]
  refine ⟨?_, hinv, fun y hy => ?_⟩
  · have h1 : finrank ℂ F + finrank ℂ (bath D F) = finrank ℂ (invariantHull D F) :=
      Submodule.finrank_add_inf_finrank_orthogonal (invariantHull_isLeast D F).1.1
    have h2 := finrank_invariantHull_le hD hS F
    rw [← h1] at h2
    zify at h2
    linarith
  · -- symmetry moves `D` onto the invariant side
    rw [Submodule.mem_orthogonal] at hy ⊢
    intro u hu
    rw [← hD u y]
    exact hy _ (hinv u hu)

/-- Any space `B` that makes fragment plus `B` invariant under `D` is at least as large as
the bath. -/
theorem bath_minimal (D : Module.End ℂ E) (F B : Submodule ℂ E)
    (hB : ∀ x ∈ F ⊔ B, D x ∈ F ⊔ B) : finrank ℂ (bath D F) ≤ finrank ℂ B := by
  have h1 : finrank ℂ F + finrank ℂ (bath D F) = finrank ℂ (invariantHull D F) :=
    Submodule.finrank_add_inf_finrank_orthogonal (invariantHull_isLeast D F).1.1
  have h2 := Submodule.finrank_mono ((invariantHull_isLeast D F).2 ⟨le_sup_left, hB⟩)
  have h3 := Submodule.finrank_add_le_finrank_add_finrank F B
  omega

/-- The density with occupation `w i` on each of the `n` orbitals `(i, j)` of level `i`. -/
def levelDensity {m : ℕ} (n : ℕ) (w : Fin m → ℝ) :
    Module.End ℂ (EuclideanSpace ℂ (Fin m × Fin n)) where
  toFun x := WithLp.toLp 2 fun p => (w p.1 : ℂ) * x p
  map_add' x y := by ext p; simp [mul_add]
  map_smul' c x := by ext p; simp [mul_left_comm]

/-- The fragment spanned by the `n` equal superpositions of orbitals over all levels. -/
def spreadFragment (m n : ℕ) : Submodule ℂ (EuclideanSpace ℂ (Fin m × Fin n)) :=
  Submodule.span ℂ (Set.range fun j => ∑ i, EuclideanSpace.single (i, j) (1 : ℂ))

/-- For positive `m` and `n` and any `m` distinct occupations, the level density is symmetric with
exactly these eigenvalues, and the hull of the `n`-dimensional spread fragment has dimension `m n`.
-/
theorem bound_sharp {m n : ℕ} (hm : 0 < m) (hn : 0 < n) (w : Fin m → ℝ)
    (hw : Function.Injective w) :
    LinearMap.IsSymmetric (levelDensity n w) ∧
      (∀ μ : ℂ, End.HasEigenvalue (levelDensity n w) μ ↔ ∃ i, (w i : ℂ) = μ) ∧
      finrank ℂ (spreadFragment m n) = n ∧
      finrank ℂ (invariantHull (levelDensity n w) (spreadFragment m n)) = m * n := by
  have happ : ∀ x p, levelDensity n w x p = (w p.1 : ℂ) * x p := fun _ _ => rfl
  have hwc : Function.Injective fun i => (w i : ℂ) := Complex.ofReal_injective.comp hw
  have hsymm : LinearMap.IsSymmetric (levelDensity n w) := by
    intro x y
    simp only [PiLp.inner_apply, RCLike.inner_apply]
    refine Finset.sum_congr rfl fun p _ => ?_
    simp only [happ, map_mul, Complex.conj_ofReal]
    ring
  have heig : ∀ i j, levelDensity n w (EuclideanSpace.single (i, j) 1) =
      (w i : ℂ) • EuclideanSpace.single (i, j) (1 : ℂ) := by
    intro i j
    ext p
    rw [happ]
    by_cases h : p = (i, j)
    · subst h; simp
    · simp [h]
  have hspec : ∀ μ : ℂ, End.HasEigenvalue (levelDensity n w) μ ↔ ∃ i, (w i : ℂ) = μ := by
    refine fun μ => ⟨fun h => ?_, ?_⟩
    · obtain ⟨v, hv⟩ := h.exists_hasEigenvector
      by_contra hne
      refine hv.2 (PiLp.ext fun p => ?_)
      have h1 : (w p.1 : ℂ) * v p = μ * v p :=
        congrArg (fun u : EuclideanSpace ℂ (Fin m × Fin n) => u p) hv.apply_eq_smul
      by_contra h2
      exact hne ⟨p.1, mul_right_cancel₀ h2 h1⟩
    · rintro ⟨i, rfl⟩
      refine End.hasEigenvalue_of_hasEigenvector
        (x := EuclideanSpace.single (i, (⟨0, hn⟩ : Fin n)) (1 : ℂ))
        ⟨End.mem_eigenspace_iff.2 (heig i _), fun h => ?_⟩
      have h1 := congrArg (fun u : EuclideanSpace ℂ (Fin m × Fin n) => u (i, ⟨0, hn⟩)) h
      simp at h1
  -- the hull contains every orbital, hence everything
  have htop : invariantHull (levelDensity n w) (spreadFragment m n) = ⊤ := by
    have hl := (invariantHull_isLeast (levelDensity n w) (spreadFragment m n)).1
    refine eq_top_iff.2 fun x _ => ?_
    rw [← (EuclideanSpace.basisFun (Fin m × Fin n) ℂ).sum_repr x]
    refine Submodule.sum_mem _ fun p _ => Submodule.smul_mem _ _ ?_
    rw [EuclideanSpace.basisFun_apply]
    exact mem_of_sum_mem _ _ hl.2 _ hwc Finset.univ
      (fun i => EuclideanSpace.single (i, p.2) (1 : ℂ)) (fun i => heig i p.2)
      (hl.1 (Submodule.subset_span ⟨p.2, rfl⟩)) p.1 (Finset.mem_univ _)
  have hdim : finrank ℂ (invariantHull (levelDensity n w) (spreadFragment m n)) = m * n := by
    rw [htop, finrank_top, finrank_euclideanSpace]
    simp
  refine ⟨hsymm, hspec, le_antisymm ?_ ?_, hdim⟩
  · have h := finrank_range_le_card (R := ℂ)
      (fun j : Fin n => ∑ i : Fin m, EuclideanSpace.single (i, j) (1 : ℂ))
    rw [Fintype.card_fin] at h
    exact h
  · have h := finrank_invariantHull_le hsymm (S := Finset.univ.image fun i => (w i : ℂ))
      (fun μ hμ => by simpa using (hspec μ).1 hμ) (spreadFragment m n)
    rw [hdim, Finset.card_image_of_injective _ hwc, Finset.card_univ, Fintype.card_fin] at h
    exact Nat.le_of_mul_le_mul_left h hm

/-- For an idempotent density the bath is no larger than the fragment. -/
theorem bath_le_of_idempotent {D : Module.End ℂ E} (hD : LinearMap.IsSymmetric D)
    (hI : D * D = D) (F : Submodule ℂ E) : finrank ℂ (bath D F) ≤ finrank ℂ F := by
  have hS : ∀ μ, End.HasEigenvalue D μ → μ ∈ ({0, 1} : Finset ℂ) := by
    intro μ hμ
    obtain ⟨v, hv⟩ := hμ.exists_hasEigenvector
    have h1 : D v = μ • v := hv.apply_eq_smul
    have h2 : D (D v) = D v := LinearMap.congr_fun hI v
    rw [h1, map_smul, h1, smul_smul] at h2
    have h3 : μ * μ = μ := smul_left_injective ℂ hv.2 h2
    have h4 : μ * (μ - 1) = 0 := by linear_combination h3
    rcases mul_eq_zero.1 h4 with h | h
    · simp [h]
    · simp [sub_eq_zero.1 h]
  have h := (bath_decouples hD hS F).1
  rw [Finset.card_pair zero_ne_one] at h
  push_cast at h
  linarith

end

end ExtendedBath
```

```lean
#print axioms ExtendedBath.bath_decouples
#print axioms ExtendedBath.bath_minimal
#print axioms ExtendedBath.bound_sharp
#print axioms ExtendedBath.bath_le_of_idempotent
```

```
'ExtendedBath.bath_decouples' depends on axioms: [propext, Classical.choice, Quot.sound]
'ExtendedBath.bath_minimal' depends on axioms: [propext, Classical.choice, Quot.sound]
'ExtendedBath.bound_sharp' depends on axioms: [propext, Classical.choice, Quot.sound]
'ExtendedBath.bath_le_of_idempotent' depends on axioms: [propext, Classical.choice, Quot.sound]
```

### How the proof follows the algebra

`aeval_prod_eq_zero` proves $p(D)=0$: the kernel of $p(D)$ contains every eigenspace, and these span the space. `invariantHull_eq_powerSpace` then identifies the hull with $K$. Its step `hle` handles the power $D^m$ by solving $p(D)x=0$ for the leading term; the two inclusions follow as above. `finrank_invariantHull_le` adds one power at a time by induction, each contributing at most $n$ dimensions.

`fragment_sup_bath` shows that fragment and bath span the hull. In `bath_decouples`, the dimension formula for the orthogonal splitting gives the count, and symmetry moves $D$ across the inner product. `bath_minimal` combines the leastness of the hull with subadditivity of dimension.

For sharpness, `mem_of_sum_mem` carries out the removal of components by induction on the set of levels. `bound_sharp` uses it to place every orbital in the hull. The fragment has dimension at most $n$ because it has $n$ generators, and at least $n$ because the general bound gives $mn\le m\dim F$. Finally, `bath_le_of_idempotent` applies the bath count with `S` equal to `{0, 1}`.
